# With γ/2 subtracted from each mapping population and the populations summing to 1, a nucleus released at rest can escape two uncoupled harmonic wells with a common minimum exactly when their stiffness ratio exceeds 1 + 2/γ

My nucleus runs off to infinity although both electronic surfaces are bound, and without a criterion I can't tell a bad integrator from a property of the equations. The surfaces are kᵢR²/2 with i = 0, 1 and 0 < k₀ < k₁, and there is no electronic coupling. I use classical mapping variables xᵢ, pᵢ with populations nᵢ = (xᵢ² + pᵢ² − γ)/2, where γ > 0 is the zero-point parameter and n₀ + n₁ = 1.

I suspect that a negative population on the stiffer surface turns the averaged potential upside down, and that this is possible only for k₁/k₀ > 1 + 2/γ. Can this be made rigorous and machine-checked, including the claim that the nucleus then really escapes?

## A negative population can invert the potential

Yes. For this two-state model with one nuclear coordinate, escape from rest is possible exactly above your threshold. For a single run, the sign of the averaged potential's curvature decides. If it is negative, the escape of a displaced nucleus from rest is a property of the exact equations of motion, so a smaller time step doesn't remove it. If it is zero or positive, the exact motion from rest is bounded, and an escape in the simulation is an error.

Let R and P be the nuclear position and momentum, M > 0 the mass, and ħ = 1. The Hamiltonian is

H = P²/(2M) + n₀k₀R²/2 + n₁k₁R²/2.

The term γ/2 is the zero-point contribution of each mapping oscillator that is subtracted from its population. With c = n₀k₀ + n₁k₁, the curvature of the averaged potential, Hamilton's equations are

dxᵢ/dt = (kᵢR²/2) pᵢ, dpᵢ/dt = −(kᵢR²/2) xᵢ,

dR/dt = P/M, dP/dt = −cR.

Each population is conserved, because

d(xᵢ² + pᵢ²)/dt = 2xᵢ(kᵢR²/2)pᵢ − 2pᵢ(kᵢR²/2)xᵢ = 0.

Hence c is constant too. Inserting n₀ = 1 − n₁ gives

c = k₀ + n₁(k₁ − k₀).

Since xᵢ² + pᵢ² ≥ 0, the population n₁ is at least −γ/2. This value is reached at x₁ = p₁ = 0, with x₀² + p₀² = 2 + 2γ to keep the total at 1. The smallest possible curvature is therefore

c_min = k₀ − γ(k₁ − k₀)/2,

which is negative exactly when (γ + 2)k₀ < γk₁, that is, when k₁/k₀ > 1 + 2/γ.

## Motion from rest for either sign of the curvature

Suppose c < 0 and set w = √(−c/M), so that dP/dt = Mw²R. The two combinations

f = wMR cosh(wt) − P sinh(wt),

g = P cosh(wt) − wMR sinh(wt)

have zero time derivative. For P(0) = 0 they keep the values f = wMR(0) and g = 0. Since cosh² − sinh² = 1, the sum f cosh(wt) + g sinh(wt) equals wMR(t), and so

R(t) = R(0) cosh(wt).

From cosh u ≥ eᵘ/2 ≥ u/2 it follows that |R(t)| ≥ |R(0)|wt/2, which grows without bound if R(0) ≠ 0.

Suppose instead that c > 0. Then P² + McR² is conserved, and a start at rest gives McR(t)² ≤ McR(0)², so |R(t)| ≤ |R(0)|. If c = 0, P stays zero and R doesn't move.

It remains to show that an escaping trajectory exists for the full set of equations. With R(t) = R(0) cosh(wt) and P(t) = MwR(0) sinh(wt), each mapping oscillator rotates through the phase

θᵢ(t) = (kᵢR(0)²/2) [t/2 + sinh(wt) cosh(wt)/(2w)],

whose derivative is kᵢR(t)²/2. The mapping variables are

xᵢ(t) = xᵢ(0) cos θᵢ + pᵢ(0) sin θᵢ,

pᵢ(t) = pᵢ(0) cos θᵢ − xᵢ(0) sin θᵢ.

The rotation preserves xᵢ² + pᵢ², so c keeps the value that was used for R, and all the equations are satisfied.

```lean
import Mathlib

open Filter

namespace MappingInvertedPotential

noncomputable section

/-- Population of an electronic state with mapping variables `x`, `p` and zero-point
parameter `γ`. -/
def population (γ x p : ℝ) : ℝ := (x ^ 2 + p ^ 2 - γ) / 2

/-- Curvature of the population-weighted potential of two harmonic surfaces with force
constants `k i`. -/
def curvature (γ : ℝ) (k x p : Fin 2 → ℝ) : ℝ := ∑ i, population γ (x i) (p i) * k i

/-- Hamilton's equations of `P²/(2M) + ∑ nᵢ kᵢ R²/2` for the mapping variables and the
nucleus, for nonzero mass `M`. -/
structure IsTrajectory (M γ : ℝ) (k : Fin 2 → ℝ) (x p : Fin 2 → ℝ → ℝ) (R P : ℝ → ℝ) :
    Prop where
  x_eq : ∀ i t, HasDerivAt (x i) (k i * R t ^ 2 / 2 * p i t) t
  p_eq : ∀ i t, HasDerivAt (p i) (-(k i * R t ^ 2 / 2 * x i t)) t
  R_eq : ∀ t, HasDerivAt R (P t / M) t
  P_eq : ∀ t, HasDerivAt P (-(curvature γ k (fun i => x i t) (fun i => p i t) * R t)) t

variable {M γ : ℝ} {k : Fin 2 → ℝ} {x p : Fin 2 → ℝ → ℝ} {R P : ℝ → ℝ}

/-- A quantity whose rate of change vanishes at all times keeps its initial value. -/
theorem eq_initial {f : ℝ → ℝ} (h : ∀ s, HasDerivAt f 0 s) (t : ℝ) : f t = f 0 :=
  is_const_of_deriv_eq_zero (fun s => (h s).differentiableAt) (fun s => (h s).deriv) t 0

/-- Each mapping population is conserved along a trajectory. -/
theorem population_conserved (h : IsTrajectory M γ k x p R P) (i : Fin 2) (t : ℝ) :
    population γ (x i t) (p i t) = population γ (x i 0) (p i 0) := by
  have hc := eq_initial (f := fun s => x i s * x i s + p i s * p i s) (fun s =>
    (((h.x_eq i s).fun_mul (h.x_eq i s)).fun_add
      ((h.p_eq i s).fun_mul (h.p_eq i s))).congr_deriv (by ring)) t
  beta_reduce at hc
  unfold population
  linear_combination hc / 2

/-- The curvature felt by the nucleus is conserved along a trajectory. -/
theorem curvature_conserved (h : IsTrajectory M γ k x p R P) (t : ℝ) :
    curvature γ k (fun i => x i t) (fun i => p i t) =
      curvature γ k (fun i => x i 0) (fun i => p i 0) :=
  Finset.sum_congr rfl fun i _ => congrArg (· * k i) (population_conserved h i t)

/-- A mapping state of unit total population and negative curvature exists exactly when the
ratio of force constants exceeds `1 + 2/γ`. -/
theorem exists_negative_curvature_iff (hγ : 0 < γ) (hk : 0 < k 0) (hlt : k 0 < k 1) :
    (∃ x p : Fin 2 → ℝ, ∑ i, population γ (x i) (p i) = 1 ∧ curvature γ k x p < 0) ↔
      1 + 2 / γ < k 1 / k 0 := by
  have key : 1 + 2 / γ < k 1 / k 0 ↔ (γ + 2) * k 0 < γ * k 1 := by
    rw [lt_div_iff₀ hk, show 1 + 2 / γ = (γ + 2) / γ by field_simp, div_mul_eq_mul_div,
      div_lt_iff₀ hγ, mul_comm (k 1)]
  rw [key]
  constructor
  · rintro ⟨x, p, hn, hc⟩
    simp only [curvature, population, Fin.sum_univ_two] at hn hc
    -- the upper population is at least `-γ/2`
    have h1 := mul_nonneg (add_nonneg (sq_nonneg (x 1)) (sq_nonneg (p 1)))
      (sub_pos.mpr hlt).le
    have h0 : (x 0 ^ 2 + p 0 ^ 2 - γ) / 2 = 1 - (x 1 ^ 2 + p 1 ^ 2 - γ) / 2 := by linarith
    rw [h0] at hc
    nlinarith [h1]
  · intro h
    -- put the upper oscillator at its phase-space origin, where its population is `-γ/2`
    have hs : √(2 + 2 * γ) ^ 2 = 2 + 2 * γ := Real.sq_sqrt (by linarith)
    refine ⟨![√(2 + 2 * γ), 0], ![0, 0], ?_, ?_⟩
    · simp only [population, Fin.sum_univ_two, Matrix.cons_val_zero, Matrix.cons_val_one, hs]
      ring
    · simp only [curvature, population, Fin.sum_univ_two, Matrix.cons_val_zero,
        Matrix.cons_val_one, hs]
      nlinarith [h]

/-- With negative curvature, a nucleus released at rest follows a hyperbolic cosine. -/
theorem position_eq_cosh (h : IsTrajectory M γ k x p R P) (hM : 0 < M) (hP0 : P 0 = 0)
    (hc : curvature γ k (fun i => x i 0) (fun i => p i 0) < 0) (t : ℝ) :
    R t = R 0 * Real.cosh
      (√(-curvature γ k (fun i => x i 0) (fun i => p i 0) / M) * t) := by
  have hcons := curvature_conserved h
  generalize curvature γ k (fun i => x i 0) (fun i => p i 0) = c at hc hcons ⊢
  have hpos : 0 < -c / M := div_pos (neg_pos.mpr hc) hM
  have hw : 0 < √(-c / M) := Real.sqrt_pos.mpr hpos
  have hw2 : M * (√(-c / M) * √(-c / M)) = -c := by
    rw [Real.mul_self_sqrt hpos.le]
    field_simp
  generalize √(-c / M) = w at hw hw2 ⊢
  have hR : ∀ s, HasDerivAt (fun s => M * R s) (P s) s := fun s =>
    ((h.R_eq s).const_mul M).congr_deriv (by field_simp)
  have hP : ∀ s, HasDerivAt P (M * (w * w) * R s) s := fun s =>
    (h.P_eq s).congr_deriv (by rw [hcons s, hw2]; ring)
  have hch : ∀ s, HasDerivAt (fun s => Real.cosh (w * s)) (Real.sinh (w * s) * w) s :=
    fun s => ((hasDerivAt_id' s).const_mul w).cosh.congr_deriv (by ring)
  have hsh : ∀ s, HasDerivAt (fun s => Real.sinh (w * s)) (Real.cosh (w * s) * w) s :=
    fun s => ((hasDerivAt_id' s).const_mul w).sinh.congr_deriv (by ring)
  -- two conserved combinations of position and momentum
  have hf := eq_initial
    (f := fun s => w * (M * R s) * Real.cosh (w * s) - P s * Real.sinh (w * s))
    (fun s => ((((hR s).const_mul w).fun_mul (hch s)).fun_sub
      ((hP s).fun_mul (hsh s))).congr_deriv (by ring)) t
  have hg := eq_initial
    (f := fun s => P s * Real.cosh (w * s) - w * (M * R s) * Real.sinh (w * s))
    (fun s => (((hP s).fun_mul (hch s)).fun_sub
      (((hR s).const_mul w).fun_mul (hsh s))).congr_deriv (by ring)) t
  simp only [mul_zero, Real.cosh_zero, Real.sinh_zero, hP0, mul_one, sub_zero] at hf hg
  apply mul_left_cancel₀ (mul_pos hw hM).ne'
  linear_combination Real.cosh (w * t) * hf + Real.sinh (w * t) * hg -
    w * M * R t * Real.cosh_sq (w * t)

/-- With negative curvature, a displaced nucleus released at rest escapes to infinity. -/
theorem escapes (h : IsTrajectory M γ k x p R P) (hM : 0 < M) (hR0 : R 0 ≠ 0)
    (hP0 : P 0 = 0) (hc : curvature γ k (fun i => x i 0) (fun i => p i 0) < 0) :
    Tendsto (fun t => |R t|) atTop atTop := by
  have hsol := position_eq_cosh h hM hP0 hc
  have hw := Real.sqrt_pos.mpr (div_pos (neg_pos.mpr hc) hM)
  generalize √(-curvature γ k (fun i => x i 0) (fun i => p i 0) / M) = w at hsol hw
  have hpos : 0 < |R 0| / 2 * w := mul_pos (half_pos (abs_pos.mpr hR0)) hw
  -- compare with linear growth
  refine tendsto_atTop_mono (fun t => ?_) (tendsto_id.const_mul_atTop hpos)
  rw [hsol t, abs_mul, abs_of_pos (Real.cosh_pos _), Real.cosh_eq]
  have h3 : w * t / 2 ≤ (Real.exp (w * t) + Real.exp (-(w * t))) / 2 := by
    linarith [Real.add_one_le_exp (w * t), Real.exp_pos (-(w * t))]
  calc |R 0| / 2 * w * id t = |R 0| * (w * t / 2) := by simp only [id]; ring
    _ ≤ _ := mul_le_mul_of_nonneg_left h3 (abs_nonneg _)

/-- With nonnegative curvature, a nucleus released at rest never exceeds its initial
displacement. -/
theorem stays_bounded (h : IsTrajectory M γ k x p R P) (hM : 0 < M) (hP0 : P 0 = 0)
    (hc : 0 ≤ curvature γ k (fun i => x i 0) (fun i => p i 0)) (t : ℝ) :
    |R t| ≤ |R 0| := by
  have hcons := curvature_conserved h
  generalize curvature γ k (fun i => x i 0) (fun i => p i 0) = c at hc hcons
  have hP : ∀ s, HasDerivAt P (-(c * R s)) s := fun s =>
    (h.P_eq s).congr_deriv (by rw [hcons s])
  rcases hc.eq_or_lt with h0 | hpos
  · -- a free nucleus at rest stays where it is
    have hPz : ∀ s, P s = 0 := fun s =>
      (eq_initial (fun r => (hP r).congr_deriv (by rw [← h0]; ring)) s).trans hP0
    exact (congrArg abs (eq_initial (fun r =>
      (h.R_eq r).congr_deriv (by rw [hPz r, zero_div])) t)).le
  · -- energy conservation
    have hE := eq_initial (f := fun s => P s * P s + M * c * (R s * R s)) (fun s =>
      (((hP s).fun_mul (hP s)).fun_add
        (((h.R_eq s).fun_mul (h.R_eq s)).const_mul (M * c))).congr_deriv (by
          have hv : M * (P s / M) = P s := by field_simp
          linear_combination (2 * c * R s) * hv)) t
    simp only [hP0, mul_zero, zero_add] at hE
    have hle : R t * R t ≤ R 0 * R 0 :=
      le_of_mul_le_mul_left (by linarith [mul_self_nonneg (P t)]) (mul_pos hM hpos)
    exact sq_le_sq.mp (by nlinarith [hle])

/-- Every initial mapping state of negative curvature and every initial position start a
trajectory with the nucleus at rest. -/
theorem exists_trajectory (hM : 0 < M) (x₀ p₀ : Fin 2 → ℝ) (R₀ : ℝ)
    (hc : curvature γ k x₀ p₀ < 0) :
    ∃ x p R P, IsTrajectory M γ k x p R P ∧ (∀ i, x i 0 = x₀ i) ∧ (∀ i, p i 0 = p₀ i) ∧
      R 0 = R₀ ∧ P 0 = 0 := by
  have hpos : 0 < -curvature γ k x₀ p₀ / M := div_pos (neg_pos.mpr hc) hM
  obtain ⟨w, hw, hw2⟩ : ∃ w : ℝ, 0 < w ∧ M * (w * w) = -curvature γ k x₀ p₀ :=
    ⟨√(-curvature γ k x₀ p₀ / M), Real.sqrt_pos.mpr hpos, by
      rw [Real.mul_self_sqrt hpos.le]; field_simp⟩
  have hch : ∀ s, HasDerivAt (fun s => Real.cosh (w * s)) (Real.sinh (w * s) * w) s :=
    fun s => ((hasDerivAt_id' s).const_mul w).cosh.congr_deriv (by ring)
  have hsh : ∀ s, HasDerivAt (fun s => Real.sinh (w * s)) (Real.cosh (w * s) * w) s :=
    fun s => ((hasDerivAt_id' s).const_mul w).sinh.congr_deriv (by ring)
  -- the phase accumulated by each mapping oscillator
  obtain ⟨θ, hθ0, hθ⟩ : ∃ θ : Fin 2 → ℝ → ℝ, (∀ i, θ i 0 = 0) ∧
      ∀ i s, HasDerivAt (θ i) (k i * (R₀ * Real.cosh (w * s)) ^ 2 / 2) s := by
    refine ⟨fun i s => k i * R₀ ^ 2 / 2 *
      (s / 2 + Real.sinh (w * s) * Real.cosh (w * s) / (2 * w)), by simp, fun i s => ?_⟩
    refine ((((hasDerivAt_id' s).div_const 2).fun_add
      (((hsh s).fun_mul (hch s)).div_const (2 * w))).const_mul
        (k i * R₀ ^ 2 / 2)).congr_deriv ?_
    have hq : (Real.cosh (w * s) * w * Real.cosh (w * s) +
        Real.sinh (w * s) * (Real.sinh (w * s) * w)) / (2 * w) =
        (Real.cosh (w * s) ^ 2 + Real.sinh (w * s) ^ 2) / 2 := by
      field_simp
    rw [hq]
    linear_combination (-(k i * R₀ ^ 2 / 4)) * Real.cosh_sq (w * s)
  refine ⟨fun i s => x₀ i * Real.cos (θ i s) + p₀ i * Real.sin (θ i s),
    fun i s => p₀ i * Real.cos (θ i s) - x₀ i * Real.sin (θ i s),
    fun s => R₀ * Real.cosh (w * s), fun s => M * R₀ * w * Real.sinh (w * s),
    ⟨fun i s => ?_, fun i s => ?_, fun s => ?_, fun s => ?_⟩, ?_, ?_, ?_, ?_⟩
  · exact (((hθ i s).cos.const_mul (x₀ i)).fun_add
      ((hθ i s).sin.const_mul (p₀ i))).congr_deriv (by ring)
  · exact (((hθ i s).cos.const_mul (p₀ i)).fun_sub
      ((hθ i s).sin.const_mul (x₀ i))).congr_deriv (by ring)
  · exact ((hch s).const_mul R₀).congr_deriv (by field_simp)
  · have hcurv : curvature γ k
        (fun i => x₀ i * Real.cos (θ i s) + p₀ i * Real.sin (θ i s))
        (fun i => p₀ i * Real.cos (θ i s) - x₀ i * Real.sin (θ i s)) =
        curvature γ k x₀ p₀ := by
      unfold curvature population
      refine Finset.sum_congr rfl fun i _ => ?_
      linear_combination (x₀ i ^ 2 + p₀ i ^ 2) / 2 * k i * Real.sin_sq_add_cos_sq (θ i s)
    refine ((hsh s).const_mul (M * R₀ * w)).congr_deriv ?_
    rw [hcurv]
    linear_combination R₀ * Real.cosh (w * s) * hw2
  all_goals simp [hθ0]

/-- For any nonzero initial displacement, some trajectory of unit total population released
at rest escapes to infinity exactly when the ratio of force constants exceeds `1 + 2/γ`. -/
theorem escape_iff (hM : 0 < M) (hγ : 0 < γ) (hk : 0 < k 0) (hlt : k 0 < k 1)
    {R₀ : ℝ} (hR₀ : R₀ ≠ 0) :
    (∃ x p R P, IsTrajectory M γ k x p R P ∧ ∑ i, population γ (x i 0) (p i 0) = 1 ∧
      R 0 = R₀ ∧ P 0 = 0 ∧ Tendsto (fun t => |R t|) atTop atTop) ↔
      1 + 2 / γ < k 1 / k 0 := by
  rw [← exists_negative_curvature_iff hγ hk hlt]
  constructor
  · rintro ⟨x, p, R, P, h, hn, -, hP0, ht⟩
    refine ⟨fun i => x i 0, fun i => p i 0, hn, ?_⟩
    by_contra hc
    obtain ⟨t, hlarge⟩ := (ht.eventually_gt_atTop |R 0|).exists
    exact not_lt_of_ge (stays_bounded h hM hP0 (not_lt.mp hc) t) hlarge
  · rintro ⟨x₀, p₀, hn, hc⟩
    obtain ⟨x, p, R, P, h, hx, hp, hR0, hP0⟩ := exists_trajectory hM x₀ p₀ R₀ hc
    refine ⟨x, p, R, P, h, ?_, hR0, hP0, escapes h hM (by rw [hR0]; exact hR₀) hP0 ?_⟩
    · simp only [hx, hp]
      exact hn
    · simp only [hx, hp]
      exact hc

end

end MappingInvertedPotential
```

```lean
#print axioms MappingInvertedPotential.escape_iff
```

```
'MappingInvertedPotential.escape_iff' depends on axioms: [propext, Classical.choice, Quot.sound]
```

## From mapping variables to Lean objects

`population` and `curvature` are nᵢ and c. The index type `Fin 2` labels the surfaces, so `k 0` is the softer force constant and `k 1` the stiffer one.

`IsTrajectory` says that real functions of time satisfy the four kinds of Hamilton's equations at every real t. These equations are written into the definition; the file doesn't derive them from a Hamiltonian function. The nuclear force uses the instantaneous populations, so their conservation is proved and not assumed.

The main theorem, `escape_iff`, takes M > 0, γ > 0, 0 < k₀ < k₁ and any nonzero displacement `R₀`. It says that a trajectory with total population 1 at time zero, released at rest from `R₀`, with |R(t)| → ∞ as t → +∞, exists if and only if 1 + 2/γ < k₁/k₀. The expression `Tendsto (fun t => |R t|) atTop atTop` is this limit.

The condition concerns the existence of a suitable initial state. Above the threshold, states with c ≥ 0 still give bounded motion from rest, and the theorem doesn't say how often a given sampling scheme draws a state with c < 0. The model has two states, one nuclear coordinate, a common minimum at equal energy and no electronic coupling. An initial momentum is also excluded.

## How the proof follows the calculation

`eq_initial` turns a vanishing derivative into a conserved quantity, and the conservation laws in the file rest on it. `population_conserved` applies it to xᵢ² + pᵢ², where `ring` checks the cancellation. `curvature_conserved` then sums over the surfaces.

In `exists_negative_curvature_iff`, the auxiliary statement `key` clears the fractions from the threshold. For the forward direction, `nlinarith` combines the negative curvature with (x₁² + p₁²)(k₁ − k₀) ≥ 0, which is the bound n₁ ≥ −γ/2 multiplied out. The converse supplies the state with x₁ = p₁ = 0, so that n₁ = −γ/2, together with x₀ = √(2 + 2γ) and p₀ = 0.

`position_eq_cosh` proves the hyperbolic law for every trajectory with c < 0 that starts at rest. Its `hf` and `hg` are the conservation of f and g, and the final `linear_combination` forms f cosh + g sinh. `escapes` compares the result with the linear lower bound.

`stays_bounded` splits c ≥ 0 into the zero and positive cases, the second by energy conservation. `exists_trajectory` builds the explicit solution: it first obtains the phases θᵢ with their derivatives, then checks each equation of motion and the initial values.

`escape_iff` joins these parts. If a trajectory escapes, its initial curvature must be negative, since otherwise `stays_bounded` contradicts the moment at which |R| exceeds |R(0)|. The threshold theorem then gives the inequality. Conversely, the inequality supplies a state of negative curvature, `exists_trajectory` starts a trajectory from it, and `escapes` shows that the nucleus leaves.
